# U U† = 1 for the propagator of a bounded, norm-continuous Hermitian Hamiltonian

Let H(t) be a time-dependent Hamiltonian, Hermitian at each time and continuous in norm, with values in a complex normed star-algebra satisfying the C*-identity, as bounded operators on a Hilbert space do. Let U solve U′ = −iHU with U(0) = 1, in units where ħ = 1. The theorem states that U(t)U(t)† = 1 for every t ≥ 0; the companion identity U†U = 1 is not part of the statement. The proof follows the defect Q = UU† − 1, which starts at zero and should obey Q′ = −i(HQ − QH), and uses a bound on H over [0, t] with Grönwall's inequality to conclude that Q stays zero.

The first attempt, which Lean rejects:

```lean
import Mathlib

open Set

namespace ControlErrorRobustness

noncomputable section

variable {A : Type*} [NormedRing A] [NormedAlgebra ℂ A]

/-- `U` is the propagator of the time-dependent Hamiltonian `H` (with ħ = 1):
`U' = -i H U` and `U 0 = 1`. -/
structure IsPropagator (H U : ℝ → A) : Prop where
  initial : U 0 = 1
  schrodinger : ∀ t, HasDerivAt U ((-Complex.I) • (H t * U t)) t

variable [StarRing A] [CStarRing A] [StarModule ℂ A]

/-- Evolution under a continuous Hermitian Hamiltonian also satisfies `U U† = 1` at all
times `t ≥ 0`. -/
theorem propagator_mul_star {H U : ℝ → A} (hc : Continuous H)
    (hH : ∀ s, IsSelfAdjoint (H s)) (hU : IsPropagator H U) {t : ℝ} (ht : 0 ≤ t) :
    U t * star (U t) = 1 := by
  have hI : star (-Complex.I) = Complex.I := by simp
  -- the defect `Q = U U† - 1` obeys the linear equation `Q' = -i (H Q - Q H)`
  have hd : ∀ s, HasDerivAt (fun s => U s * star (U s) - 1)
      ((-Complex.I) • (H s * (U s * star (U s) - 1) - (U s * star (U s) - 1) * H s)) s := by
    intro s
    refine (((hU.schrodinger s).fun_mul (hU.schrodinger s).star).sub_const 1).congr_deriv ?_
    rw [star_smul, star_mul, (hH s).star_eq, hI]
    simp only [smul_mul_assoc, mul_smul_comm, mul_sub, sub_mul, mul_one, one_mul, mul_assoc,
      neg_smul, smul_sub]
    abel
  obtain ⟨C, hC⟩ := (isCompact_Icc (a := (0 : ℝ)) (b := t)).exists_bound_of_continuousOn
    hc.continuousOn
  -- Grönwall: a defect that starts at zero stays zero
  have hg := norm_le_gronwallBound_of_norm_deriv_right_le (δ := 0) (K := 2 * C) (ε := 0)
    (fun s _ => (hd s).continuousAt.continuousWithinAt)
    (fun s _ => (hd s).hasDerivWithinAt) (by simp [hU.initial])
    (fun s hs => by
      rw [norm_smul, norm_neg, Complex.norm_I, one_mul]
      have h1 := norm_mul_le (H s) (U s * star (U s) - 1)
      have h2 := norm_mul_le (U s * star (U s) - 1) (H s)
      have h3 := mul_le_mul_of_nonneg_right (hC s (Ico_subset_Icc_self hs))
        (norm_nonneg (U s * star (U s) - 1))
      have h4 := norm_sub_le (H s * (U s * star (U s) - 1)) ((U s * star (U s) - 1) * H s)
      linarith) t (right_mem_Icc.2 ht)
  have hz : gronwallBound 0 (2 * C) 0 (t - 0) = 0 := by simp [gronwallBound]
  rw [hz] at hg
  exact sub_eq_zero.1 (norm_le_zero_iff.1 hg)

end

end ControlErrorRobustness
```

The error:

```
Try this:
  [apply] abel_nf
Main.lean:27:90: error: unsolved goals
A : Type u_1
inst✝⁴ : NormedRing A
inst✝³ : NormedAlgebra ℂ A
inst✝² : StarRing A
inst✝¹ : CStarRing A
inst✝ : StarModule ℂ A
H U : ℝ → A
hc : Continuous H
hH : ∀ (s : ℝ), IsSelfAdjoint (H s)
hU : IsPropagator H U
t : ℝ
ht : 0 ≤ t
hI : star (-Complex.I) = Complex.I
s : ℝ
⊢ -1 • Complex.I • (H s * U s) * star (U s) + Complex.I • (U s * (star (U s) * H s)) =
    Complex.I • (U s * (star (U s) * H s)) + -1 • Complex.I • (H s * (U s * star (U s)))
Main.lean:31:15: warning: This simp argument is unused:
  smul_mul_assoc

Hint: Omit it from the simp argument list.
  [apply] simp only [mul_smul_comm, mul_sub, sub_mul, mul_one, one_mul, mul_assoc, neg_smul, smul_sub]

Note: This linter can be disabled with `set_option linter.unusedSimpArgs false`
```

Cause. The error lies in checking the derivative of the defect. `abel` could not close the goal, so Lean suggested `abel_nf` and reported what was left. The two sides agree mathematically, but one term appears as `(H s * U s) * star (U s)` on the left and as `H s * (U s * star (U s))` on the right, with the scalar i still inside the first factor on the left. `abel` handles only addition and does not reassociate products.

`simp only` left the term in that state because it simplifies inner terms first. `neg_smul` turned the factor `(-Complex.I) • (H s * U s)` into a negated term, and `smul_mul_assoc` needs a scalar multiple, not a negation, as the left factor of the product. It therefore never fired, which is why the linter calls it unused, and `mul_assoc` could not reach the product inside.

Adding `neg_mul` moves the minus sign outside the product. `smul_mul_assoc` can then pull out the scalar, `mul_assoc` regroups the factors, and `abel` closes the goal.

This version goes through:

```diff
@@ -30,5 +30,5 @@
     rw [star_smul, star_mul, (hH s).star_eq, hI]
     simp only [smul_mul_assoc, mul_smul_comm, mul_sub, sub_mul, mul_one, one_mul, mul_assoc,
-      neg_smul, smul_sub]
+      neg_smul, smul_sub, neg_mul]
     abel
   obtain ⟨C, hC⟩ := (isCompact_Icc (a := (0 : ℝ)) (b := t)).exists_bound_of_continuousOn
```
